# The second Joyce–Dixon coefficient of an ideal Fermi gas in a three-dimensional parabolic band is 3/16 − √3/9

I take the reduced carrier density of a three-dimensional parabolic band to be the Fermi–Dirac integral itself, not the first few terms of its series:

$$F(\eta)=\frac{2}{\sqrt\pi}\int_0^\infty\frac{\sqrt x}{e^{x-\eta}+1}\,dx .$$

Here $x$ is the energy above the band edge and $\eta$ the chemical potential relative to that edge, both in units of $k_BT$. At low density, the Joyce–Dixon expansion gives the chemical potential as

$$\eta\approx\ln F+\frac{F}{\sqrt8}+\left(\frac3{16}-\frac{\sqrt3}9\right)F^2 .$$

Can the last coefficient be established rigorously as a limit and checked in Lean, starting from the integral? And how much does it depend on the cubic term of the density's expansion in the fugacity $z=e^\eta$?

## The coefficient follows from the integral, and it needs the cubic term

The limit can be proved for $F$ itself. It also holds for any function $u(z)$ that has the same expansion through third order.

### Bounding the density by powers of the fugacity

Write $t=e^{\eta-x}$ for the Boltzmann factor, so that the occupation is $t/(1+t)$. Multiplying out gives

$$(t-t^2+t^3)(1+t)=t+t^4,\qquad (t-t^2+t^3-t^4)(1+t)=t-t^5 .$$

Since $t>0$, it follows that

$$t-t^2+t^3-t^4\le\frac{t}{1+t}\le t-t^2+t^3 .$$

For each integer $k\ge1$, the Gamma function gives

$$\int_0^\infty\sqrt x\,e^{k(\eta-x)}\,dx=z^k\,\frac{\Gamma(3/2)}{k^{3/2}}=\frac{\sqrt\pi}{2}\,\frac{z^k}{k^{3/2}} .$$

Weighting the bounds with $\sqrt x$, integrating and multiplying by $2/\sqrt\pi$ yields, for every $\eta$,

$$z-\frac{z^2}{\sqrt8}+\frac{z^3}{\sqrt{27}}-\frac{z^4}{8}\le F(\eta)\le z-\frac{z^2}{\sqrt8}+\frac{z^3}{\sqrt{27}} .$$

The cubic expansion is therefore in error by at most $z^4/8$, which is $o(z^3)$ as $z\to0$.

### Inverting the expansion

Let $u=z-az^2+bz^3+o(z^3)$ with real constants $a,b$, and set

$$\delta=1-\frac uz=az-bz^2+o(z^2).$$

Then

$$\ln z-\ln u=-\ln(1-\delta)=\delta+\frac{\delta^2}2+O(\delta^3)
=az+\left(\frac{a^2}{2}-b\right)z^2+o(z^2).$$

Subtracting $au=az-a^2z^2+o(z^2)$ leaves

$$\ln z-\ln u-au=\left(\frac{3a^2}{2}-b\right)z^2+o(z^2).$$

Because $u/z\to1$, dividing by $u^2$ instead of $z^2$ doesn't change the limit, which is $3a^2/2-b$. With $a=1/\sqrt8$ and $b=1/\sqrt{27}=\sqrt3/9$ this is $3/16-\sqrt3/9$.

The cubic condition matters. Take $u(z)=z-z^2/\sqrt8$, which is correct through second order but has $b=0$. The same calculation then gives $3/16$, so agreement through second order does not fix the coefficient.

### The Lean file

```lean
import Mathlib

open Filter Topology MeasureTheory

namespace JoyceDixon

noncomputable section

/-- The reduced carrier density of a three-dimensional parabolic band: the normalised Fermi-Dirac
integral of order one half at reduced chemical potential `η`. -/
def fermiDirac (η : ℝ) : ℝ :=
  2 / √Real.pi * ∫ x in Set.Ioi (0 : ℝ), √x / (Real.exp (x - η) + 1)

/-- The `k`-th power of the Boltzmann factor, weighted with the square-root density of states. -/
def boltzmannTerm (η : ℝ) (k : ℕ) (x : ℝ) : ℝ := √x * Real.exp (η - x) ^ k

/-- The Fermi occupation lies between two alternating sums of powers of the Boltzmann factor. -/
theorem occupation_bounds (η x : ℝ) :
    Real.exp (η - x) - Real.exp (η - x) ^ 2 + Real.exp (η - x) ^ 3 - Real.exp (η - x) ^ 4
        ≤ 1 / (Real.exp (x - η) + 1) ∧
      1 / (Real.exp (x - η) + 1)
        ≤ Real.exp (η - x) - Real.exp (η - x) ^ 2 + Real.exp (η - x) ^ 3 := by
  have h : Real.exp (x - η) = (Real.exp (η - x))⁻¹ := by
    rw [← Real.exp_neg]
    congr 1
    ring
  rw [h]
  have ht := Real.exp_pos (η - x)
  generalize Real.exp (η - x) = t at ht ⊢
  have h2 : 1 / (t⁻¹ + 1) = t / (1 + t) := by
    rw [div_eq_div_iff (by positivity) (by positivity), mul_add t, mul_inv_cancel₀ ht.ne']
    ring
  rw [h2]
  constructor
  · rw [le_div_iff₀ (by positivity)]
    nlinarith [pow_pos ht 5]
  · rw [div_le_iff₀ (by positivity)]
    nlinarith [pow_pos ht 4]

/-- For `k ≥ 1`, the energy integral of the `k`-th Boltzmann term is `√π/2` times the `k`-th power
of the fugacity divided by `k^(3/2)`. -/
theorem integral_boltzmannTerm (η : ℝ) (k : ℕ) (hk : 0 < k) :
    ∫ x in Set.Ioi (0 : ℝ), boltzmannTerm η k x
      = √Real.pi / 2 * (Real.exp η ^ k / ((k : ℝ) * √(k : ℝ))) := by
  have hk' : (0 : ℝ) < k := by exact_mod_cast hk
  have h := Real.integral_rpow_mul_exp_neg_mul_Ioi (a := 3 / 2) (r := (k : ℝ))
    (by norm_num) hk'
  have hG : Real.Gamma (3 / 2) = √Real.pi / 2 := by
    rw [show (3 / 2 : ℝ) = 1 / 2 + 1 by norm_num, Real.Gamma_add_one (by norm_num),
      Real.Gamma_one_half_eq]
    ring
  have hp : (1 / (k : ℝ)) ^ (3 / 2 : ℝ) = 1 / ((k : ℝ) * √(k : ℝ)) := by
    rw [show (3 / 2 : ℝ) = 1 + 1 / 2 by norm_num, Real.rpow_add (by positivity),
      Real.rpow_one, ← Real.sqrt_eq_rpow, Real.sqrt_div zero_le_one, Real.sqrt_one,
      div_mul_div_comm, one_mul]
  have e : (fun x => boltzmannTerm η k x) = fun x : ℝ =>
      Real.exp η ^ k * (x ^ ((3 : ℝ) / 2 - 1) * Real.exp (-((k : ℝ) * x))) := by
    funext x
    unfold boltzmannTerm
    rw [show (3 : ℝ) / 2 - 1 = 1 / 2 by norm_num, ← Real.sqrt_eq_rpow, sub_eq_add_neg,
      Real.exp_add, mul_pow, ← Real.exp_nat_mul (-x) k, mul_neg]
    ring
  rw [e, integral_const_mul, h, hp, hG]
  ring

/-- Every Boltzmann term of positive order is integrable over the band. -/
theorem integrable_boltzmannTerm (η : ℝ) (k : ℕ) (hk : 0 < k) :
    Integrable (fun x => boltzmannTerm η k x) (volume.restrict (Set.Ioi (0 : ℝ))) := by
  by_contra h
  have h1 := integral_boltzmannTerm η k hk
  rw [integral_undef h] at h1
  have hk' : (0 : ℝ) < k := by exact_mod_cast hk
  have h2 : 0 < √Real.pi / 2 * (Real.exp η ^ k / ((k : ℝ) * √(k : ℝ))) := by
    have := Real.pi_pos
    positivity
  linarith

/-- At every chemical potential the cubic fugacity expansion is at least the carrier density, and
exceeds it by at most one eighth of the fourth power of the fugacity. -/
theorem fermiDirac_bounds (η : ℝ) :
    Real.exp η - Real.exp η ^ 2 / √8 + Real.exp η ^ 3 / √27 - Real.exp η ^ 4 / 8
        ≤ fermiDirac η ∧
      fermiDirac η ≤ Real.exp η - Real.exp η ^ 2 / √8 + Real.exp η ^ 3 / √27 := by
  have s8 : √(8 : ℝ) = 2 * √2 := by
    rw [show (8 : ℝ) = 2 ^ 2 * 2 by norm_num, Real.sqrt_mul (by positivity),
      Real.sqrt_sq (by norm_num)]
  have s27 : √(27 : ℝ) = 3 * √3 := by
    rw [show (27 : ℝ) = 3 ^ 2 * 3 by norm_num, Real.sqrt_mul (by positivity),
      Real.sqrt_sq (by norm_num)]
  have s4 : √(4 : ℝ) = 2 := by
    rw [show (4 : ℝ) = 2 ^ 2 by norm_num, Real.sqrt_sq (by norm_num)]
  have J1 := integral_boltzmannTerm η 1 (by norm_num)
  have J2 := integral_boltzmannTerm η 2 (by norm_num)
  have J3 := integral_boltzmannTerm η 3 (by norm_num)
  have J4 := integral_boltzmannTerm η 4 (by norm_num)
  rw [Nat.cast_one, Real.sqrt_one] at J1
  rw [Nat.cast_ofNat, ← s8] at J2
  rw [Nat.cast_ofNat, ← s27] at J3
  rw [Nat.cast_ofNat, s4] at J4
  have I1 := integrable_boltzmannTerm η 1 (by norm_num)
  have I2 := integrable_boltzmannTerm η 2 (by norm_num)
  have I3 := integrable_boltzmannTerm η 3 (by norm_num)
  have I4 := integrable_boltzmannTerm η 4 (by norm_num)
  have I12 : Integrable (fun x => boltzmannTerm η 1 x - boltzmannTerm η 2 x)
      (volume.restrict (Set.Ioi (0 : ℝ))) := I1.sub I2
  have IU : Integrable (fun x => boltzmannTerm η 1 x - boltzmannTerm η 2 x
      + boltzmannTerm η 3 x) (volume.restrict (Set.Ioi (0 : ℝ))) := I12.add I3
  have IL : Integrable (fun x => boltzmannTerm η 1 x - boltzmannTerm η 2 x
      + boltzmannTerm η 3 x - boltzmannTerm η 4 x)
      (volume.restrict (Set.Ioi (0 : ℝ))) := IU.sub I4
  -- the occupation bounds, weighted with the density of states
  have up : ∀ x, √x / (Real.exp (x - η) + 1)
      ≤ boltzmannTerm η 1 x - boltzmannTerm η 2 x + boltzmannTerm η 3 x := by
    intro x
    have := mul_le_mul_of_nonneg_left (occupation_bounds η x).2 (Real.sqrt_nonneg x)
    unfold boltzmannTerm
    rw [div_eq_mul_one_div]
    linarith
  have lo : ∀ x, boltzmannTerm η 1 x - boltzmannTerm η 2 x + boltzmannTerm η 3 x
      - boltzmannTerm η 4 x ≤ √x / (Real.exp (x - η) + 1) := by
    intro x
    have := mul_le_mul_of_nonneg_left (occupation_bounds η x).1 (Real.sqrt_nonneg x)
    unfold boltzmannTerm
    rw [div_eq_mul_one_div]
    linarith
  have hc : Continuous (fun x : ℝ => √x / (Real.exp (x - η) + 1)) :=
    Continuous.div (by fun_prop) (by fun_prop) (fun x => by positivity)
  have IF : Integrable (fun x : ℝ => √x / (Real.exp (x - η) + 1))
      (volume.restrict (Set.Ioi (0 : ℝ))) := by
    refine IU.mono' hc.aestronglyMeasurable (Eventually.of_forall fun x => ?_)
    rw [Real.norm_eq_abs, abs_of_nonneg (by positivity)]
    exact up x
  have hU := integral_mono IF IU up
  have hL := integral_mono IL IF lo
  rw [integral_add I12 I3, integral_sub I1 I2, J1, J2, J3] at hU
  rw [integral_sub IU I4, integral_add I12 I3, integral_sub I1 I2, J1, J2, J3, J4] at hL
  have hpi : 0 < √Real.pi := Real.sqrt_pos.mpr Real.pi_pos
  have hn : 2 / √Real.pi * (√Real.pi / 2) = 1 := by field_simp
  have hU' := mul_le_mul_of_nonneg_left hU (by positivity : 0 ≤ 2 / √Real.pi)
  have hL' := mul_le_mul_of_nonneg_left hL (by positivity : 0 ≤ 2 / √Real.pi)
  unfold fermiDirac
  constructor
  · refine le_trans (le_of_eq ?_) hL'
    linear_combination (-(Real.exp η - Real.exp η ^ 2 / √8 + Real.exp η ^ 3 / √27
      - Real.exp η ^ 4 / 8)) * hn
  · refine le_trans hU' (le_of_eq ?_)
    linear_combination (Real.exp η - Real.exp η ^ 2 / √8 + Real.exp η ^ 3 / √27) * hn

/-- For `|x| < 1`, `log (1 - x)` differs from `-x - x²/2` by at most `|x|³ / (1 - |x|)`. -/
theorem log_remainder {x : ℝ} (h : |x| < 1) :
    |x + x ^ 2 / 2 + Real.log (1 - x)| ≤ |x| ^ 3 / (1 - |x|) := by
  have l := Real.abs_log_sub_add_sum_range_le h 2
  have e : ∑ i ∈ Finset.range 2, x ^ (i + 1) / ((i : ℝ) + 1) = x + x ^ 2 / 2 := by
    norm_num [Finset.sum_range_succ]
  rw [e] at l
  exact l

/-- If the density is `z - a z² + b z³` up to `o(z³)` in the fugacity `z`, then
`(ln z - ln u - a u) / u²` tends to `3a²/2 - b` in the dilute limit. -/
theorem fugacity_inversion {u : ℝ → ℝ} {a b : ℝ}
    (h : Tendsto (fun z => (u z - z + a * z ^ 2 - b * z ^ 3) / z ^ 3) (𝓝[>] 0) (𝓝 0)) :
    Tendsto (fun z => (Real.log z - Real.log (u z) - a * u z) / u z ^ 2)
      (𝓝[>] 0) (𝓝 (3 * a ^ 2 / 2 - b)) := by
  have hz : Tendsto (fun z : ℝ => z) (𝓝[>] 0) (𝓝 0) :=
    tendsto_nhdsWithin_of_tendsto_nhds tendsto_id
  have hpos : ∀ᶠ z in 𝓝[>] (0 : ℝ), 0 < z := self_mem_nhdsWithin
  have hq : Tendsto (fun z => (u z - z + a * z ^ 2) / z ^ 3) (𝓝[>] 0) (𝓝 b) := by
    have k := h.add_const b
    rw [zero_add] at k
    refine k.congr' ?_
    filter_upwards [hpos] with z hz0
    field_simp
    ring
  have hs : Tendsto (fun z => (u z - z) / z ^ 2) (𝓝[>] 0) (𝓝 (-a)) := by
    have k := (hq.mul hz).sub_const a
    rw [show b * 0 - a = -a by ring] at k
    refine k.congr' ?_
    filter_upwards [hpos] with z hz0
    field_simp
    ring
  have hx : Tendsto (fun z => 1 - u z / z) (𝓝[>] 0) (𝓝 0) := by
    have k := (hs.mul hz).neg
    rw [show -(-a * 0) = 0 by ring] at k
    refine k.congr' ?_
    filter_upwards [hpos] with z hz0
    field_simp
    ring
  have hw : Tendsto (fun z => u z / z) (𝓝[>] 0) (𝓝 1) := by
    have k := hx.const_sub 1
    rw [sub_zero] at k
    exact k.congr fun z => by ring
  have habs : Tendsto (fun z => |1 - u z / z|) (𝓝[>] 0) (𝓝 0) := by
    have k := hx.abs
    rwa [abs_zero] at k
  -- the logarithmic remainder is negligible at second order
  have hR : Tendsto (fun z => ((1 - u z / z) + (1 - u z / z) ^ 2 / 2
      + Real.log (1 - (1 - u z / z))) / z ^ 2) (𝓝[>] 0) (𝓝 0) := by
    have hd : Tendsto (fun z => |1 - u z / z| / (1 - |1 - u z / z|)) (𝓝[>] 0)
        (𝓝 (0 / (1 - 0))) := habs.div (habs.const_sub 1) (by norm_num)
    have k := (hs.pow 2).mul hd
    rw [show (-a) ^ 2 * (0 / (1 - 0)) = 0 by simp] at k
    refine squeeze_zero_norm' ?_ k
    filter_upwards [hpos, habs.eventually_lt_const zero_lt_one] with z hz0 hx1
    rw [Real.norm_eq_abs, abs_div, abs_of_pos (pow_pos hz0 2), div_le_iff₀ (pow_pos hz0 2)]
    refine (log_remainder hx1).trans_eq ?_
    have h2 : |1 - u z / z| ^ 2 = ((u z - z) / z ^ 2) ^ 2 * z ^ 2 := by
      rw [sq_abs]
      field_simp
      ring
    generalize |1 - u z / z| = y at h2 ⊢
    calc y ^ 3 / (1 - y) = y ^ 2 * (y / (1 - y)) := by ring
      _ = _ := by rw [h2]; ring
  -- collect the second-order terms and convert from z² to u²
  have k := (((hR.neg.add ((hs.pow 2).div_const 2)).sub hq).sub (hs.const_mul a)).mul
    ((hw.inv₀ one_ne_zero).pow 2)
  rw [show (-0 + (-a) ^ 2 / 2 - b - a * -a) * (1 : ℝ)⁻¹ ^ 2 = 3 * a ^ 2 / 2 - b by
    rw [inv_one]; ring] at k
  refine k.congr' ?_
  filter_upwards [hpos, hw.eventually_const_lt zero_lt_one] with z hz0 hw0
  have hu : 0 < u z := by
    have := mul_pos hw0 hz0
    rwa [div_mul_cancel₀ _ hz0.ne'] at this
  rw [sub_sub_cancel, Real.log_div hu.ne' hz0.ne']
  field_simp
  ring

/-- A density with the cubic fugacity expansion of an ideal Fermi gas in a three-dimensional
parabolic band has second Joyce-Dixon coefficient `3/16 - √3/9`. -/
theorem joyceDixon_coefficient {u : ℝ → ℝ}
    (h : Tendsto (fun z => (u z - z + z ^ 2 / √8 - z ^ 3 / √27) / z ^ 3) (𝓝[>] 0) (𝓝 0)) :
    Tendsto (fun z => (Real.log z - Real.log (u z) - u z / √8) / u z ^ 2)
      (𝓝[>] 0) (𝓝 (3 / 16 - √3 / 9)) := by
  have k := fugacity_inversion (u := u) (a := 1 / √8) (b := 1 / √27)
    (h.congr fun z => by ring)
  have h8 : (1 / √(8 : ℝ)) ^ 2 = 1 / 8 := by
    rw [div_pow, Real.sq_sqrt (by norm_num), one_pow]
  have h27 : 1 / √(27 : ℝ) = √3 / 9 := by
    rw [show (27 : ℝ) = 3 ^ 2 * 3 by norm_num, Real.sqrt_mul (by positivity),
      Real.sqrt_sq (by norm_num), div_eq_div_iff (by positivity) (by norm_num)]
    nlinarith [Real.sq_sqrt (show (0 : ℝ) ≤ 3 by norm_num)]
  rw [h8, h27, show 3 * (1 / 8 : ℝ) / 2 - √3 / 9 = 3 / 16 - √3 / 9 by ring] at k
  exact k.congr fun z => by ring

/-- The Fermi-Dirac carrier density has the cubic fugacity expansion
`z - z²/√8 + z³/√27 + o(z³)`. -/
theorem fermiDirac_expansion :
    Tendsto (fun z => (fermiDirac (Real.log z) - z + z ^ 2 / √8 - z ^ 3 / √27) / z ^ 3)
      (𝓝[>] 0) (𝓝 0) := by
  have hz : Tendsto (fun z : ℝ => z / 8) (𝓝[>] 0) (𝓝 0) := by
    have k := (tendsto_nhdsWithin_of_tendsto_nhds
      (tendsto_id : Tendsto (fun z : ℝ => z) (𝓝 0) (𝓝 0)) (s := Set.Ioi 0)).div_const 8
    rwa [zero_div] at k
  have hpos : ∀ᶠ z in 𝓝[>] (0 : ℝ), 0 < z := self_mem_nhdsWithin
  refine squeeze_zero_norm' ?_ hz
  filter_upwards [hpos] with z hz0
  have hb := fermiDirac_bounds (Real.log z)
  rw [Real.exp_log hz0] at hb
  obtain ⟨h1, h2⟩ := hb
  rw [Real.norm_eq_abs, abs_div, abs_of_pos (pow_pos hz0 3), div_le_iff₀ (pow_pos hz0 3),
    show z / 8 * z ^ 3 = z ^ 4 / 8 by ring, abs_le]
  have h4 := pow_pos hz0 4
  constructor <;> linarith

/-- For the Fermi-Dirac carrier density `F`, the ratio `(η - ln F - F/√8) / F²` tends to
`3/16 - √3/9` as the reduced chemical potential `η` tends to minus infinity. -/
theorem joyceDixon_fermiDirac :
    Tendsto (fun η => (η - Real.log (fermiDirac η) - fermiDirac η / √8) / fermiDirac η ^ 2)
      atBot (𝓝 (3 / 16 - √3 / 9)) := by
  have he : Tendsto Real.exp atBot (𝓝[>] 0) :=
    tendsto_nhdsWithin_iff.mpr
      ⟨Real.tendsto_exp_atBot, Eventually.of_forall fun x => Real.exp_pos x⟩
  have k := (joyceDixon_coefficient (u := fun z => fermiDirac (Real.log z))
    fermiDirac_expansion).comp he
  refine k.congr fun η => ?_
  simp only [Function.comp_apply, Real.log_exp]

end

end JoyceDixon
```

```lean
#print axioms JoyceDixon.joyceDixon_coefficient
#print axioms JoyceDixon.joyceDixon_fermiDirac
```

```
'JoyceDixon.joyceDixon_coefficient' depends on axioms: [propext, Classical.choice, Quot.sound]
'JoyceDixon.joyceDixon_fermiDirac' depends on axioms: [propext, Classical.choice, Quot.sound]
```

### What the theorems say about the band

`joyceDixon_fermiDirac` states that $(\eta-\ln F-F/\sqrt8)/F^2$ tends to $3/16-\sqrt3/9$ as $\eta\to-\infty$. In Lean, `fermiDirac η` is $F(\eta)$, `Set.Ioi 0` is the energy range above the band edge, and `atBot` is the dilute limit. The normalisation makes $F$ the carrier density divided by the effective density of states, which absorbs the effective mass and the degeneracy factors.

`joyceDixon_coefficient` is the version for a general function `u : ℝ → ℝ`. Its single hypothesis is the cubic expansion as $z$ approaches zero from above, written `𝓝[>] 0`. Positivity of $u$ is not assumed, since $u/z\to1$ already forces it for small positive $z$. For the Fermi–Dirac integral, the expansion is proved in `fermiDirac_expansion`.

The result supports estimating the chemical potential from the carrier density in a weakly degenerate semiconductor, for non-interacting carriers in a three-dimensional parabolic band. It fixes one coefficient of the Joyce–Dixon series through a limit; it gives neither the higher coefficients nor an error bound for the truncated formula at a given density.

### How the proof follows the calculation

`occupation_bounds` rewrites the occupation as $t/(1+t)$ and clears the denominator. The positivity of $t^5$ and $t^4$ then settles the lower and upper bounds.

`integral_boltzmannTerm` evaluates the energy integrals with Mathlib's Gamma-function formula. `integrable_boltzmannTerm` uses the fact that Lean assigns the value zero to the integral of a non-integrable function: the computed value is positive, so the function must be integrable.

`fermiDirac_bounds` integrates the pointwise inequalities with `integral_mono`. The Fermi–Dirac integrand is itself integrable because it is continuous, nonnegative and dominated by the upper bound.

`log_remainder` supplies the estimate

$$\left|\delta+\frac{\delta^2}{2}+\ln(1-\delta)\right|\le\frac{|\delta|^3}{1-|\delta|}\qquad(|\delta|<1).$$

`fugacity_inversion` first extracts three limits from the hypothesis: $(u-z+az^2)/z^3\to b$ (`hq`), $(u-z)/z^2\to-a$ (`hs`) and $u/z\to1$ (`hw`). In `hR`, the logarithmic remainder divided by $z^2$ is squeezed to zero, since $\delta^2/z^2\to a^2$ while $|\delta|/(1-|\delta|)\to0$. The limits are then combined and multiplied by $(z/u)^2$; `field_simp` and `ring` identify the result with the desired quotient for small positive $z$.

`joyceDixon_coefficient` inserts the two constants. `fermiDirac_expansion` bounds the normalised cubic error by $z/8$, and `joyceDixon_fermiDirac` substitutes $z=e^\eta$, which tends to zero from above as $\eta\to-\infty$.
